# Zero modes of a massless Dirac particle in the field $b\,\mathrm{sech}^2(x/L)$, $b,L>0$: one for each $|k|<bL$

A massless Dirac particle of unit charge moves in the $(x,y)$ plane, in a perpendicular magnetic field that depends only on $x$. With $\hbar$ and the particle's velocity set to one, the field and its vector potential are

$$B(x)=\frac{b}{\cosh^2(x/L)},\qquad A_y(x)=bL\tanh(x/L),\qquad A_x=0.$$

Here $b$ is the peak field and $L>0$ the width of the profile. The momentum $k$ along $y$ is conserved, so stationary states can be chosen in the form $e^{iky}(u(x),v(x))$. Write $W=k-A_y$ for the kinetic momentum along $y$. On $(u,v)$ the Hamiltonian is $\sigma_xp_x+\sigma_yW$ with $p_x=-i\,d/dx$, or in components

$$(u,v)\mapsto\bigl(-i(v'+Wv),\;-i(u'-Wu)\bigr).$$

A zero mode is a square-integrable spinor that this operator sends to zero. For $b>0$ the zero modes are $v=0$, $u=c\psi$, where

$$\psi(x)=e^{kx}\cosh(x/L)^{-bL^2},$$

and $c$ can be nonzero only if $|k|<bL$.

For a single non-interacting particle in this static field, the result gives the transverse momenta that carry a zero-energy state.

## Derivation by hand

**The equations for $\psi$.** Let $\ell(x)=L\log\cosh(x/L)$, so that $\ell'=\tanh(x/L)$ and $\psi=e^{kx-bL\ell}$. Then

$$\psi'=(k-bL\tanh(x/L))\psi=W\psi.$$

Since $W'=-B$, a second derivative gives

$$\psi''=W'\psi+W\psi'=(W^2-B)\psi.$$

**Integrability.** From $\tfrac12e^{|t|}\le\cosh t\le e^{|t|}$ and $\cosh t\ge1$ it follows that

$$0\le\ell(x)\le|x|,\qquad |x|-L\log2\le\ell(x).$$

If $|k|<bL$, then $kx-bL\ell\le-(bL-|k|)|x|+bL^2\log2$, and therefore

$$\psi^2\le 2^{2bL^2}e^{-2(bL-|k|)|x|},$$

which is integrable. If $|k|\ge bL$, take $x$ with $kx\ge0$. There $kx=|k||x|\ge|k|\ell\ge bL\ell$, so $\psi\ge1$. These $x$ include a half-line, and $\psi^2$ is not integrable.

**Uniqueness.** Reversing the signs of $b$ and $k$ turns $\psi$ into $1/\psi$ and $W$ into $-W$. If $u'=Wu$, then

$$(u/\psi)'=(Wu-uW)/\psi=0,$$

so $u=c\psi$. The other component obeys $v'=-Wv$, hence $v=d/\psi$ with a constant $d$. This is the mode for $(-b,-k)$, which is square-integrable only if $|k|<-bL$. For $b>0$ that is impossible, so $d=0$. Conversely, $v=0$ and $u=c\psi$ solve both equations, and they are square-integrable if $c=0$ or $|k|<bL$.

## Field, momentum, mode and Hamiltonian in Lean

```lean
import Mathlib

open MeasureTheory

namespace DiracSechZeroModes

noncomputable section
```

The parameters and the position are real numbers.

```lean
/-- The magnetic profile `b sech²(x/L)`, for a width `L ≠ 0`. -/
def magneticField (b L x : ℝ) : ℝ := b / Real.cosh (x / L) ^ 2

/-- The kinetic momentum `W = k - b L tanh(x/L)` along the translation-invariant direction,
for a width `L ≠ 0`. -/
def kineticMomentum (b L k x : ℝ) : ℝ := k - b * L * Real.tanh (x / L)
```

`kineticMomentum` is $W$, the $y$ component only.

```lean
/-- The candidate zero mode `exp(kx) cosh(x/L)^(-bL²)`, for a width `L ≠ 0`. -/
def zeroMode (b L k x : ℝ) : ℝ :=
  Real.exp (k * x) * Real.cosh (x / L) ^ (-(b * L ^ 2))
```

`zeroMode` is $\psi$, defined for every $k$ whether or not it is normalisable, so the name promises more than the definition. It is also unnormalised, with value $1$ at $x=0$; for $|k|<bL$ the normalised state is $\psi/(\int\psi^2\,dx)^{1/2}$.

```lean
/-- The Dirac Hamiltonian `σ_x p_x + σ_y W` at transverse momentum `k`, acting on the
differentiable spinor `(u, v)`, for a width `L ≠ 0`. -/
def dirac (b L k : ℝ) (u v : ℝ → ℂ) (x : ℝ) : ℂ × ℂ :=
  (-Complex.I * (deriv v x + (kineticMomentum b L k x : ℂ) * v x),
   -Complex.I * (deriv u x - (kineticMomentum b L k x : ℂ) * u x))
```

`dirac` is the one-dimensional operator above, with complex components `u` and `v`. Separating off $e^{iky}$ was done in the text and is not part of the Lean model. A normalisable state in the plane also needs a wave packet in $k$ or a finite length along $y$.

## First- and second-order equations

The power of $\cosh$ is first rewritten as an exponential.

```lean
lemma zeroMode_eq (b L k x : ℝ) : zeroMode b L k x =
    Real.exp (k * x - b * L ^ 2 * Real.log (Real.cosh (x / L))) := by
  rw [zeroMode, Real.rpow_def_of_pos (Real.cosh_pos _), ← Real.exp_add]
  congr 1
  ring
```

The next theorem is $W'=-B$. The quotient rule for $\sinh/\cosh$ leaves $\cosh^2-\sinh^2=1$ in the numerator.

```lean
/-- The slope of the kinetic momentum is minus the magnetic field, for `L ≠ 0`. -/
theorem kineticMomentum_hasDerivAt (b k : ℝ) {L : ℝ} (hL : L ≠ 0) (x : ℝ) :
    HasDerivAt (kineticMomentum b L k) (-magneticField b L x) x := by
  have hc := ((hasDerivAt_id' x).div_const L).cosh
  have hs := ((hasDerivAt_id' x).div_const L).sinh
  have hne : Real.cosh (x / L) ≠ 0 := (Real.cosh_pos _).ne'
  have h := ((hs.fun_div hc hne).const_mul (b * L)).const_sub k
  have hfun : kineticMomentum b L k =
      fun y => k - b * L * (Real.sinh (y / L) / Real.cosh (y / L)) := by
    funext y
    rw [kineticMomentum, Real.tanh_eq_sinh_div_cosh]
  rw [hfun]
  refine h.congr_deriv ?_
  have e : Real.cosh (x / L) * (1 / L) * Real.cosh (x / L)
      - Real.sinh (x / L) * (Real.sinh (x / L) * (1 / L)) = 1 / L := by
    linear_combination (1 / L) * Real.cosh_sq (x / L)
  rw [e, magneticField]
  field_simp
```

Differentiating the exponential gives $\psi'=W\psi$. `HasDerivAt` states both that the derivative exists and what it is.

```lean
/-- The mode solves the first-order equation `ψ' = W ψ`, for `L ≠ 0`. -/
theorem zeroMode_hasDerivAt (b k : ℝ) {L : ℝ} (hL : L ≠ 0) (x : ℝ) :
    HasDerivAt (zeroMode b L k) (kineticMomentum b L k x * zeroMode b L k x) x := by
  have hne : Real.cosh (x / L) ≠ 0 := (Real.cosh_pos _).ne'
  have hlog := (((hasDerivAt_id' x).div_const L).cosh).log hne
  have h := (((hasDerivAt_id' x).const_mul k).fun_sub (hlog.const_mul (b * L ^ 2))).exp
  rw [funext (zeroMode_eq b L k)]
  refine h.congr_deriv ?_
  have e : b * L ^ 2 * (Real.sinh (x / L) * (1 / L) / Real.cosh (x / L))
      = b * L * (Real.sinh (x / L) / Real.cosh (x / L)) := by
    field_simp
  rw [e, kineticMomentum, Real.tanh_eq_sinh_div_cosh]
  ring
```

The product rule applied to $W\psi$ then yields the squared equation. These three theorems need only $L\ne0$ and hold for either sign of $b$.

```lean
/-- The mode solves the squared Dirac equation `ψ'' = (W² - b sech²(x/L)) ψ`, for `L ≠ 0`. -/
theorem zeroMode_second_order (b k : ℝ) {L : ℝ} (hL : L ≠ 0) (x : ℝ) :
    deriv (deriv (zeroMode b L k)) x =
      (kineticMomentum b L k x ^ 2 - magneticField b L x) * zeroMode b L k x := by
  have h1 : deriv (zeroMode b L k) =
      fun y => kineticMomentum b L k y * zeroMode b L k y :=
    funext fun y => (zeroMode_hasDerivAt b k hL y).deriv
  rw [h1, ((kineticMomentum_hasDerivAt b k hL x).fun_mul
    (zeroMode_hasDerivAt b k hL x)).deriv]
  ring
```

## The integrability criterion

The bounds on $\ell$ are proved for $\log\cosh(x/L)$ and multiplied by $L$.

```lean
lemma log_cosh_bounds {L : ℝ} (hL : 0 < L) (x : ℝ) :
    0 ≤ L * Real.log (Real.cosh (x / L)) ∧ L * Real.log (Real.cosh (x / L)) ≤ |x| ∧
      |x| - L * Real.log 2 ≤ L * Real.log (Real.cosh (x / L)) := by
  have hx : |x| = L * |x / L| := by
    rw [abs_div, abs_of_pos hL]
    field_simp
  have hcosh : Real.cosh (x / L) = (Real.exp |x / L| + Real.exp (-|x / L|)) / 2 := by
    rw [← Real.cosh_abs, Real.cosh_eq]
  have hup : Real.log (Real.cosh (x / L)) ≤ |x / L| := by
    rw [Real.log_le_iff_le_exp (Real.cosh_pos _), hcosh]
    have : Real.exp (-|x / L|) ≤ Real.exp |x / L| :=
      Real.exp_le_exp.mpr (by linarith [abs_nonneg (x / L)])
    linarith
  have hlow : |x / L| - Real.log 2 ≤ Real.log (Real.cosh (x / L)) := by
    rw [Real.le_log_iff_exp_le (Real.cosh_pos _), hcosh, Real.exp_sub,
      Real.exp_log (by norm_num : (0 : ℝ) < 2)]
    linarith [Real.exp_pos (-|x / L|)]
  refine ⟨mul_nonneg hL.le (Real.log_nonneg (Real.one_le_cosh _)), ?_, ?_⟩
  · rw [hx]
    exact mul_le_mul_of_nonneg_left hup hL.le
  · rw [hx]
    linarith [mul_le_mul_of_nonneg_left hlow hL.le]
```

The decaying exponential is compared with a multiple of $1/(1+x^2)$, using $e^t\ge1+t+t^2/2$ for $t=c|x|$.

```lean
lemma integrable_exp_neg_abs {c : ℝ} (hc : 0 < c) :
    Integrable (fun x : ℝ => Real.exp (-(c * |x|))) := by
  refine (integrable_inv_one_add_sq.const_mul (1 + 2 / c ^ 2)).mono'
    (Continuous.aestronglyMeasurable (by fun_prop)) (Filter.Eventually.of_forall fun x => ?_)
  rw [Real.norm_of_nonneg (Real.exp_pos _).le, Real.exp_neg, ← div_eq_mul_inv,
    inv_eq_one_div, div_le_div_iff₀ (Real.exp_pos _) (by positivity)]
  have hq := Real.quadratic_le_exp_of_nonneg (by positivity : 0 ≤ c * |x|)
  have ht : 0 ≤ c * |x| := by positivity
  have h1 : 2 / c ^ 2 * c ^ 2 = 2 := div_mul_cancel₀ 2 (by positivity)
  have h2 : (1 + 2 / c ^ 2) * (1 + (c * |x|) ^ 2 / 2)
      = 1 + x ^ 2 + (2 / c ^ 2 + c ^ 2 * x ^ 2 / 2) := by
    rw [mul_pow, sq_abs]
    linear_combination (x ^ 2 / 2) * h1
  have h3 : (1 + 2 / c ^ 2) * (1 + (c * |x|) ^ 2 / 2)
      ≤ (1 + 2 / c ^ 2) * Real.exp (c * |x|) :=
    mul_le_mul_of_nonneg_left (by linarith) (by positivity)
  have h4 : 0 ≤ 2 / c ^ 2 + c ^ 2 * x ^ 2 / 2 := by positivity
  linarith
```

For the opposite direction, an integrable function can be at least $1$ only on a set of finite length. The number `s` selects the half-line $sx\ge0$, or the whole line if $s=0$.

```lean
lemma not_integrable_of_one_le {f : ℝ → ℝ} (s : ℝ) (h : ∀ x, 0 ≤ s * x → 1 ≤ f x) :
    ¬ Integrable f := by
  intro hf
  have hfin := hf.measure_ge_lt_top one_pos
  rcases le_total 0 s with hs | hs
  · have hsub : Set.Ici (0 : ℝ) ⊆ {x | 1 ≤ f x} := fun x hx => h x (mul_nonneg hs hx)
    have := (measure_mono hsub).trans_lt hfin
    simp [Real.volume_Ici] at this
  · have hsub : Set.Iic (0 : ℝ) ⊆ {x | 1 ≤ f x} :=
      fun x hx => h x (mul_nonneg_of_nonpos_of_nonpos hs hx)
    have := (measure_mono hsub).trans_lt hfin
    simp [Real.volume_Iic] at this
```

The criterion takes `s` to be $k$ in the first half and the exponential bound in the second. `Integrable` means Lebesgue integrable over the whole line. The sign of $b$ is free here: for $b\le0$ the right-hand side is false, and so is the left.

```lean
/-- For `L > 0` the mode is square-integrable on the line exactly when `|k| < bL`. -/
theorem zeroMode_sq_integrable_iff (b k : ℝ) {L : ℝ} (hL : 0 < L) :
    Integrable (fun x => zeroMode b L k x ^ 2) ↔ |k| < b * L := by
  constructor
  · -- otherwise the density is at least one wherever `k x ≥ 0`, which includes a half-line
    intro h
    by_contra hk
    refine not_integrable_of_one_le k (fun x hx => ?_) h
    obtain ⟨h0, h1, -⟩ := log_cosh_bounds hL x
    have e1 := mul_le_mul_of_nonneg_right (not_lt.mp hk) h0
    have e2 := mul_le_mul_of_nonneg_left h1 (abs_nonneg k)
    have e3 : |k| * |x| = k * x := by rw [← abs_mul, abs_of_nonneg hx]
    rw [zeroMode_eq]
    exact one_le_pow₀ (Real.one_le_exp (by nlinarith))
  · -- the density decays at least like `exp(-2(bL - |k|)|x|)`
    intro hk
    have hcont : Continuous (zeroMode b L k) := continuous_iff_continuousAt.mpr
      fun x => (zeroMode_hasDerivAt b k hL.ne' x).continuousAt
    have hi := integrable_exp_neg_abs (c := 2 * (b * L - |k|)) (by linarith)
    refine (hi.const_mul (Real.exp (2 * (b * L * (L * Real.log 2))))).mono'
      (hcont.pow 2).aestronglyMeasurable (Filter.Eventually.of_forall fun x => ?_)
    rw [Real.norm_of_nonneg (sq_nonneg _), sq (zeroMode b L k x), zeroMode_eq,
      ← Real.exp_add, ← Real.exp_add, Real.exp_le_exp]
    have e1 := mul_le_mul_of_nonneg_left (log_cosh_bounds hL x).2.2
      ((abs_nonneg k).trans hk.le)
    have e2 : k * x ≤ |k| * |x| := (le_abs_self _).trans (abs_mul k x).le
    nlinarith
```

## Uniqueness and the full set of zero modes

Reversing $b$ and $k$ reverses $W$.

```lean
lemma kineticMomentum_neg (b L k x : ℝ) :
    kineticMomentum (-b) L (-k) x = -kineticMomentum b L k x := by
  unfold kineticMomentum
  ring
```

The reversed mode serves as the factor $1/\psi$. Its product with $u$ has zero derivative and so equals its value at $x=0$, which fixes the constant `c`.

```lean
/-- For `L ≠ 0`, every complex solution of `u' = W u` is a constant multiple of the mode. -/
theorem eq_const_mul_zeroMode {b L k : ℝ} (hL : L ≠ 0) {u : ℝ → ℂ}
    (hu : ∀ x, HasDerivAt u ((kineticMomentum b L k x : ℂ) * u x) x) :
    ∃ c : ℂ, ∀ x, u x = c * (zeroMode b L k x : ℂ) := by
  -- reversing `b` and `k` inverts the mode, which serves as integrating factor
  have hd : ∀ x, HasDerivAt (fun y => u y * (zeroMode (-b) L (-k) y : ℂ)) 0 x := by
    intro x
    refine ((hu x).fun_mul
      (zeroMode_hasDerivAt (-b) (-k) hL x).ofReal_comp).congr_deriv ?_
    rw [kineticMomentum_neg]
    push_cast
    ring
  refine ⟨u 0 * (zeroMode (-b) L (-k) 0 : ℂ), fun x => ?_⟩
  have hconst : u x * (zeroMode (-b) L (-k) x : ℂ) = u 0 * (zeroMode (-b) L (-k) 0 : ℂ) :=
    is_const_of_deriv_eq_zero (fun y => (hd y).differentiableAt) (fun y => (hd y).deriv) x 0
  have hinv : zeroMode (-b) L (-k) x * zeroMode b L k x = 1 := by
    rw [zeroMode_eq, zeroMode_eq, ← Real.exp_add, Real.exp_eq_one_iff]
    ring
  have hinv' : (zeroMode (-b) L (-k) x : ℂ) * (zeroMode b L k x : ℂ) = 1 := by
    exact_mod_cast hinv
  rw [← hconst, mul_assoc, hinv', mul_one]
```

Two lemmas carry the criterion over to complex multiples of the mode: a nonzero multiple is square-integrable only if $|k|<bL$.

```lean
lemma norm_sq_const_mul (c : ℂ) (r : ℝ) : ‖c * (r : ℂ)‖ ^ 2 = ‖c‖ ^ 2 * r ^ 2 := by
  rw [norm_mul, mul_pow, Complex.norm_real, Real.norm_eq_abs, sq_abs]

lemma bound_of_integrable {b L k : ℝ} (hL : 0 < L) {c : ℂ} (hc : c ≠ 0)
    (h : Integrable (fun x => ‖c * (zeroMode b L k x : ℂ)‖ ^ 2)) : |k| < b * L := by
  rw [← zeroMode_sq_integrable_iff b k hL]
  have hn : ‖c‖ ^ 2 ≠ 0 := pow_ne_zero 2 (norm_ne_zero_iff.mpr hc)
  refine (h.const_mul (‖c‖ ^ 2)⁻¹).congr (Filter.Eventually.of_forall fun x => ?_)
  simp only [norm_sq_const_mul]
  rw [← mul_assoc, inv_mul_cancel₀ hn, one_mul]
```

The last theorem takes $b,L>0$, any real $k$ and differentiable `u` and `v`. It says that the following are equivalent:

- `dirac` vanishes at every point, and $|u|^2$ and $|v|^2$ are integrable;
- $v=0$ everywhere, and $u=c\psi$ for some complex $c$ that is zero unless $|k|<bL$.

In the forward direction the two entries of the Dirac equation are separated into $u'=Wu$ and $v'=-Wv$. Uniqueness gives the constants `c` and `d`, and `hd0` shows $d=0$ because $|k|<-bL$ contradicts $b,L>0$. The reverse direction substitutes the mode and uses the criterion for its norm.

```lean
/-- For `b, L > 0`, a differentiable spinor `(u, v)` is a square-integrable solution of the
zero-energy Dirac equation exactly when `v = 0` and `u` is a multiple of the mode, the
multiple being zero unless `|k| < bL`. -/
theorem dirac_zero_modes {b L : ℝ} (hb : 0 < b) (hL : 0 < L) (k : ℝ) {u v : ℝ → ℂ}
    (hu : Differentiable ℝ u) (hv : Differentiable ℝ v) :
    ((∀ x, dirac b L k u v x = 0) ∧ Integrable (fun x => ‖u x‖ ^ 2) ∧
        Integrable (fun x => ‖v x‖ ^ 2)) ↔
      (∀ x, v x = 0) ∧
        ∃ c : ℂ, (∀ x, u x = c * (zeroMode b L k x : ℂ)) ∧ (c = 0 ∨ |k| < b * L) := by
  constructor
  · rintro ⟨hD, hu2, hv2⟩
    -- the two components decouple
    have hu' : ∀ x, HasDerivAt u ((kineticMomentum b L k x : ℂ) * u x) x := by
      intro x
      have h : -Complex.I * (deriv u x - (kineticMomentum b L k x : ℂ) * u x) = 0 :=
        congrArg Prod.snd (hD x)
      have h' := (mul_eq_zero.mp h).resolve_left (neg_ne_zero.mpr Complex.I_ne_zero)
      exact (hu x).hasDerivAt.congr_deriv (sub_eq_zero.mp h')
    have hv' : ∀ x, HasDerivAt v ((kineticMomentum (-b) L (-k) x : ℂ) * v x) x := by
      intro x
      have h : -Complex.I * (deriv v x + (kineticMomentum b L k x : ℂ) * v x) = 0 :=
        congrArg Prod.fst (hD x)
      have h' := (mul_eq_zero.mp h).resolve_left (neg_ne_zero.mpr Complex.I_ne_zero)
      refine (hv x).hasDerivAt.congr_deriv ?_
      rw [kineticMomentum_neg]
      push_cast
      linear_combination h'
    obtain ⟨c, hc⟩ := eq_const_mul_zeroMode hL.ne' hu'
    obtain ⟨d, hd⟩ := eq_const_mul_zeroMode hL.ne' hv'
    simp only [hc] at hu2
    simp only [hd] at hv2
    -- the lower component cannot be normalised
    have hd0 : d = 0 := by
      by_contra hne
      have h := bound_of_integrable hL hne hv2
      nlinarith [abs_nonneg (-k), mul_pos hb hL]
    refine ⟨fun x => by rw [hd x, hd0, zero_mul], c, hc, ?_⟩
    by_cases h0 : c = 0
    · exact Or.inl h0
    · exact Or.inr (bound_of_integrable hL h0 hu2)
  · rintro ⟨hv0, c, hc, hk⟩
    have hdu : ∀ x, deriv u x =
        c * ((kineticMomentum b L k x * zeroMode b L k x : ℝ) : ℂ) := by
      intro x
      rw [funext hc]
      exact ((zeroMode_hasDerivAt b k hL.ne' x).ofReal_comp.const_mul c).deriv
    have hdv : ∀ x, deriv v x = 0 := by
      intro x
      rw [funext hv0]
      exact (hasDerivAt_const x (0 : ℂ)).deriv
    refine ⟨fun x => Prod.ext ?_ ?_, ?_, ?_⟩
    · simp only [dirac, hdv, hv0, mul_zero, add_zero, Prod.fst_zero]
    · simp only [dirac, hdu, hc, Prod.snd_zero]
      push_cast
      ring
    · simp only [hc, norm_sq_const_mul]
      rcases hk with h0 | hk
      · simp [h0]
      · exact ((zeroMode_sq_integrable_iff b k hL).mpr hk).const_mul _
    · simp [hv0]

end

end DiracSechZeroModes
```

The theorem concerns zero energy and differentiable solutions; it says nothing about the rest of the spectrum.

```lean
#print axioms DiracSechZeroModes.zeroMode_second_order
#print axioms DiracSechZeroModes.dirac_zero_modes
```

```
'DiracSechZeroModes.zeroMode_second_order' depends on axioms: [propext, Classical.choice, Quot.sound]
'DiracSechZeroModes.dirac_zero_modes' depends on axioms: [propext, Classical.choice, Quot.sound]
```
